# The nuclear cusp condition (l+1) u'(0) = −Z u(0) from the radial equation

An electron at distance r from a point nucleus of charge Z has potential energy −Z/r in atomic units, which diverges at the nucleus. Let R(r) be an s-type radial function with R(0) ≠ 0, and H the radial Hamiltonian. The local energy is

(H R)/R = −R''/(2R) − R'/(r R) − Z/r

and its leading term for small r is −(R'(0)/R(0) + Z)/r. A trial function with the wrong slope at the origin, such as a Gaussian with R'(0) = 0, therefore has an unbounded local energy, whereas an eigenfunction has a constant one. For angular momentum l, write the radial function as R = r^l u. Parts (a) to (i) treat one particle in a local central potential, −Z/r plus a part with a finite limit at the nucleus, and derive (l+1) u'(0) = −Z u(0) for an eigenfunction whose factor u is assumed twice continuously differentiable.

## Setting

In Lean 4 with Mathlib:

```lean
import Mathlib

open Filter Topology

namespace KatoCusp

noncomputable section
```

Functions are real and defined on the whole real line; `deriv R r` is R'(r). For angular momentum l = 0, 1, 2, …, a real charge Z and an extra central potential W,

(H R)(r) = −(R'' + 2R'/r)/2 + [l(l+1)/(2r²) − Z/r + W] R.

The theorems use this operator only at r > 0, where the divisions are ordinary ones.

```lean
/-- Radial Hamiltonian in atomic units for angular momentum `l`, nuclear charge `Z` and an
additional central potential `W`, acting on the radial function `R` at radius `r`. -/
def radialHamiltonian (l : ℕ) (Z : ℝ) (W R : ℝ → ℝ) (r : ℝ) : ℝ :=
  -(deriv (deriv R) r + 2 * deriv R r / r) / 2
    + ((l : ℝ) * (l + 1) / (2 * r ^ 2) - Z / r + W r) * R r
```

Write R = r^l u, with u the factor left after the power of r is removed. The reduced operator, with no division by r, is

(K u)(r) = −(r u'' + 2(l+1) u')/2 − Z u + r W u.

```lean
/-- The reduced radial operator `-(r u'' + 2(l+1) u')/2 - Z u + r W u`. -/
def reducedOperator (l : ℕ) (Z : ℝ) (W u : ℝ → ℝ) (r : ℝ) : ℝ :=
  -(r * deriv (deriv u) r + 2 * ((l : ℝ) + 1) * deriv u r) / 2 - Z * u r + r * W r * u r
```

The exponential exp(−k r), with real k, is used in part (i).

```lean
/-- The exponential `exp (-k r)`. -/
def slater (k r : ℝ) : ℝ := Real.exp (-k * r)
```

## (a) What C² provides

Task. Show that if u is twice continuously differentiable (C², `ContDiff ℝ 2 u`), then u and u' are differentiable and u'' is continuous.

Solution. C² means that u is differentiable with u' in C¹, and C¹ means differentiable with continuous derivative. The proof writes 2 as 1 + 1 and applies these two characterisations in turn. The hypothesis treats r as a signed variable: exp(−Z r) is smooth in r through 0, although as a function of position in space it has a kink at the nucleus. This regularity at r = 0 is assumed throughout and is not derived from the equation.

```lean
/-- A twice continuously differentiable function and its slope are differentiable, and its
second derivative is continuous. -/
theorem regularity {u : ℝ → ℝ} (hu : ContDiff ℝ 2 u) :
    Differentiable ℝ u ∧ Differentiable ℝ (deriv u) ∧ Continuous (deriv (deriv u)) := by
  have h : ContDiff ℝ (1 + 1) u := by
    rw [one_add_one_eq_two]
    exact hu
  obtain ⟨h0, -, h1⟩ := contDiff_succ_iff_deriv.mp h
  obtain ⟨h2, h3⟩ := contDiff_one_iff_deriv.mp h1
  exact ⟨h0, h2, h3⟩
```

## (b) Derivatives of r^l u

Task. For r > 0, find R' and R'' for R = r^l u.

Solution. For s ≠ 0 write (s^l)' = l s^l/s, a form that also holds at l = 0. The product rule gives

R'(s) = (l s^l/s) u + s^l u'.

The quotient rule gives (l s^l/s)' = l(l−1) s^l/s². Differentiating both products at s = r produces the cross term l r^l u'/r twice, so

R' = r^l (u' + l u/r),

R'' = r^l (u'' + 2l u'/r + l(l−1) u/r²).

In the proof, `hp` is the power rule and `d1` the formula for R'(s). `ev` states that this formula holds on a neighbourhood of r, which permits the second differentiation `d2`.

```lean
/-- For `r > 0` the first and second derivatives of `R = r^l u` are `r^l (u' + l u / r)` and
`r^l (u'' + 2 l u' / r + l (l-1) u / r²)`. -/
theorem derivs_pow_mul (l : ℕ) {u : ℝ → ℝ} (hu : ContDiff ℝ 2 u) {r : ℝ} (hr : 0 < r) :
    deriv (fun x => x ^ l * u x) r = r ^ l * (deriv u r + l * u r / r) ∧
    deriv (deriv fun x => x ^ l * u x) r =
      r ^ l * (deriv (deriv u) r + 2 * l * deriv u r / r
        + (l : ℝ) * ((l : ℝ) - 1) * u r / r ^ 2) := by
  obtain ⟨hd, hd', -⟩ := regularity hu
  have hr0 : r ≠ 0 := hr.ne'
  have hp : ∀ s : ℝ, s ≠ 0 → HasDerivAt (fun x : ℝ => x ^ l) (l * s ^ l / s) s := by
    intro s hs
    refine (hasDerivAt_pow l s).congr_deriv ?_
    cases l with
    | zero => simp
    | succ n =>
      rw [Nat.add_sub_cancel, eq_div_iff hs]
      ring
  have d1 : ∀ s : ℝ, s ≠ 0 →
      deriv (fun x => x ^ l * u x) s = l * s ^ l / s * u s + s ^ l * deriv u s :=
    fun s hs => ((hp s hs).fun_mul (hd s).hasDerivAt).deriv
  -- the formula for the slope holds in a neighbourhood of r, so it can be differentiated
  have ev : deriv (fun x => x ^ l * u x) =ᶠ[𝓝 r]
      fun s => l * s ^ l / s * u s + s ^ l * deriv u s := by
    filter_upwards [lt_mem_nhds hr] with s hs using d1 s hs.ne'
  have d2 := ((((hp r hr0).const_mul (l : ℝ)).fun_div (hasDerivAt_id' r) hr0).fun_mul
    (hd r).hasDerivAt).fun_add ((hp r hr0).fun_mul (hd' r).hasDerivAt)
  constructor
  · rw [d1 r hr0]
    field_simp
    ring
  · refine (d2.congr_of_eventuallyEq ev).deriv.trans ?_
    field_simp
    ring
```

## (c) The centrifugal term cancels

Task. Show that r·H(r^l u) = r^l·K u for r > 0.

Solution. From (b),

R'' + 2R'/r = r^l [u'' + 2(l+1) u'/r + (l(l−1) + 2l) u/r²].

Since l(l−1) + 2l = l(l+1), the last term times −1/2 cancels the centrifugal term l(l+1) R/(2r²). What remains is

H R = r^l [−(u'' + 2(l+1) u'/r)/2 − Z u/r + W u],

and multiplying by r gives the claim. The cancellation takes place in `field_simp` and `ring`.

```lean
/-- For `r > 0`, `r` times the radial Hamiltonian applied to `r^l u` equals `r^l` times the
reduced operator applied to `u`. -/
theorem hamiltonian_pow_mul (l : ℕ) (Z : ℝ) (W : ℝ → ℝ) {u : ℝ → ℝ} (hu : ContDiff ℝ 2 u)
    {r : ℝ} (hr : 0 < r) :
    r * radialHamiltonian l Z W (fun x => x ^ l * u x) r = r ^ l * reducedOperator l Z W u r := by
  obtain ⟨d1, d2⟩ := derivs_pow_mul l hu hr
  have hr0 : r ≠ 0 := hr.ne'
  simp only [radialHamiltonian, reducedOperator]
  rw [d2, d1]
  field_simp
  ring
```

## (d) The limit r → 0⁺

Task. Let E be real, u in C², r W(r) → 0 as r → 0⁺, and K u = E r u for all r > 0. Show that (l+1) u'(0) = −Z u(0).

Solution. Define

F(r) = −(r u'' + 2(l+1) u')/2 − Z u − E r u.

By (a), F is continuous, so F(r) → F(0) = −(l+1) u'(0) − Z u(0). For r > 0 the equation says F(r) = −r W(r) u(r), which tends to −0·u(0) = 0. The two limits agree, and F(0) = 0 is the claim.

The filter `𝓝[>] 0` is the approach to 0 from above, and `hW` is the condition on W. Any W bounded near the origin meets it; a further 1/r term does not. The assumption that u is C² restricts W further: if u(0) ≠ 0, putting the cusp relation back into the equation shows that W has a finite limit at 0. A potential such as r^(−1/2) meets `hW` but has no C² solution u with u(0) ≠ 0. The limits are `t1` and `t2`, `ev` identifies the two expressions for r > 0, and `tendsto_nhds_unique` equates the limits.

```lean
/-- If a twice continuously differentiable `u` solves the reduced radial equation for all
`r > 0` and `r W(r) → 0` as `r → 0⁺`, then `(l+1) u'(0) = -Z u(0)`. -/
theorem cusp_reduced (l : ℕ) (Z E : ℝ) {W u : ℝ → ℝ} (hu : ContDiff ℝ 2 u)
    (hW : Tendsto (fun r => r * W r) (𝓝[>] 0) (𝓝 0))
    (h : ∀ r, 0 < r → reducedOperator l Z W u r = E * r * u r) :
    ((l : ℝ) + 1) * deriv u 0 = -Z * u 0 := by
  obtain ⟨hd, hd', hc⟩ := regularity hu
  have hc0 : Continuous u := hd.continuous
  have key : ∀ u1 u2 : ℝ → ℝ, Continuous u1 → Continuous u2 → Continuous fun r : ℝ =>
      -(r * u2 r + 2 * ((l : ℝ) + 1) * u1 r) / 2 - Z * u r - E * r * u r := by
    intro u1 u2 h1 h2
    fun_prop
  -- all terms except r W u are continuous at the nucleus
  have t1 := ((key _ _ hd'.continuous hc).tendsto 0).mono_left
    (nhdsWithin_le_nhds (s := Set.Ioi 0))
  -- the term r W u vanishes in the limit
  have t2 : Tendsto (fun r => -(r * W r * u r)) (𝓝[>] 0) (𝓝 (-(0 * u 0))) :=
    (hW.mul ((hc0.tendsto 0).mono_left nhdsWithin_le_nhds)).neg
  have ev : (fun r : ℝ => -(r * deriv (deriv u) r + 2 * ((l : ℝ) + 1) * deriv u r) / 2
      - Z * u r - E * r * u r) =ᶠ[𝓝[>] 0] fun r => -(r * W r * u r) := by
    filter_upwards [self_mem_nhdsWithin] with r hr
    have e := h r hr
    simp only [reducedOperator] at e
    linarith
  have e := tendsto_nhds_unique (t1.congr' ev) t2
  beta_reduce at e
  linear_combination -e
```

## (e) The cusp for angular momentum l

Task. Let u and W be as in (d), with H R = E R for R = r^l u at all r > 0. Show that (l+1) u'(0) = −Z u(0).

Solution. Multiply the equation by r and use (c):

r^l K u = r^l · E r u.

Cancel r^l ≠ 0 (`mul_left_cancel₀`) and apply (d). Neither normalisability nor a sign of E or Z is needed. The form r^l u with u in C² selects the solution regular at the origin.

The coefficients of the radial equation are singular at r = 0, and numerical atomic codes with a point nucleus commonly start the outward integration from a power series at the first grid point r₁ > 0. The relation supplies the first correction to the leading term u(0) r₁^l of that series:

R(r₁) ≈ u(0) r₁^l (1 − Z r₁/(l+1)).

```lean
/-- Cusp condition for angular momentum `l`: if `R = r^l u` with `u` twice continuously
differentiable solves `H R = E R` for all `r > 0`, and `r W(r) → 0` as `r → 0⁺`, then
`(l+1) u'(0) = -Z u(0)`. -/
theorem cusp_angular_momentum (l : ℕ) (Z E : ℝ) {W u : ℝ → ℝ} (hu : ContDiff ℝ 2 u)
    (hW : Tendsto (fun r => r * W r) (𝓝[>] 0) (𝓝 0))
    (h : ∀ r, 0 < r →
      radialHamiltonian l Z W (fun x => x ^ l * u x) r = E * (r ^ l * u r)) :
    ((l : ℝ) + 1) * deriv u 0 = -Z * u 0 := by
  refine cusp_reduced l Z E hu hW fun r hr => ?_
  -- divide the radial equation by r^l
  apply mul_left_cancel₀ (pow_ne_zero l hr.ne')
  rw [← hamiltonian_pow_mul l Z W hu hr, h r hr]
  ring
```

## (f) The s-wave cusp

Task. Let R be C² with −(r R'' + 2R')/2 − Z R = E r R for all r > 0. Show that R'(0) = −Z R(0).

Solution. The left side is K R with l = 0 and W = 0, and r·0 → 0, so (d) gives 1·R'(0) = −Z R(0). Kato's condition concerns many-electron wave functions at coalescence points, with the regularity deduced from the Schrödinger equation; `kato_cusp` is the one-electron, point-nucleus, s-wave statement under an assumed C².

```lean
/-- One-particle s-wave cusp condition: if `R` is twice continuously differentiable and
`-(r R'' + 2 R')/2 - Z R = E r R` for all `r > 0`, then `R'(0) = -Z R(0)`. -/
theorem kato_cusp (Z E : ℝ) {R : ℝ → ℝ} (hR : ContDiff ℝ 2 R)
    (h : ∀ r, 0 < r →
      -(r * deriv (deriv R) r + 2 * deriv R r) / 2 - Z * R r = E * r * R r) :
    deriv R 0 = -Z * R 0 := by
  have e := cusp_reduced 0 Z E (W := fun _ => 0) hR
    (by simp only [mul_zero]; exact tendsto_const_nhds)
    (fun r hr => by
      simp only [reducedOperator, Nat.cast_zero]
      linear_combination h r hr)
  rw [Nat.cast_zero] at e
  linear_combination e
```

## (g) The density

Task. Under the hypotheses of (f), show that ρ = R² obeys ρ'(0) = −2Z ρ(0).

Solution. The product rule (`h2`) and (f) give

ρ'(0) = 2R(0) R'(0) = −2Z R(0)².

The relation is linear in ρ, so the factor 1/(4π) between R² and the density in space does not change it. For ρ(0) ≠ 0 the charge is read off as Z = −ρ'(0)/(2ρ(0)), for this single orbital.

```lean
/-- If `R` is twice continuously differentiable and `-(r R'' + 2 R')/2 - Z R = E r R` for all
`r > 0`, then `ρ = R²` obeys `ρ'(0) = -2 Z ρ(0)`. -/
theorem density_cusp (Z E : ℝ) {R : ℝ → ℝ} (hR : ContDiff ℝ 2 R)
    (h : ∀ r, 0 < r →
      -(r * deriv (deriv R) r + 2 * deriv R r) / 2 - Z * R r = E * r * R r) :
    deriv (fun r => R r ^ 2) 0 = -2 * Z * R 0 ^ 2 := by
  have h0 := ((regularity hR).1 0).hasDerivAt
  have h2 : HasDerivAt (fun r => R r ^ 2) (2 * R 0 * deriv R 0) 0 := by
    simp only [sq]
    exact (h0.fun_mul h0).congr_deriv (by ring)
  rw [h2.deriv, kato_cusp Z E hR h]
  ring
```

## (h) No even factor

Task. Let Z ≠ 0, W as in (d), and u in C² with u(−r) = u(r) and u(0) ≠ 0. Show that r^l u does not solve H R = E R at all r > 0, whatever E is.

Solution. Differentiating u(−r) = u(r) at 0 gives −u'(0) = u'(0) (`hs`), so u'(0) = 0 (`hz`). Then (e) gives Z u(0) = 0, which contradicts both factors being non-zero.

A finite sum of Gaussians Σ c_i exp(−α_i r²), with coefficients c_i and exponents α_i, is such an even factor if Σ c_i ≠ 0. A nucleus-centred Gaussian orbital with u(0) ≠ 0 is thus never an exact solution of this one-particle equation; the size of the resulting energy error lies beyond these theorems. All-electron quantum Monte Carlo calculations sample the local energy directly, and those that start from Gaussian orbitals often correct them near the nucleus to restore the slope.

```lean
/-- For `Z ≠ 0` and `r W(r) → 0` as `r → 0⁺`, no `R = r^l u` with `u` even, twice continuously
differentiable and `u(0) ≠ 0` solves `H R = E R` for all `r > 0`. -/
theorem no_even_solution (l : ℕ) {Z : ℝ} (E : ℝ) {W u : ℝ → ℝ} (hu : ContDiff ℝ 2 u)
    (hW : Tendsto (fun r => r * W r) (𝓝[>] 0) (𝓝 0)) (hZ : Z ≠ 0)
    (heven : ∀ r, u (-r) = u r) (h0 : u 0 ≠ 0) :
    ¬ ∀ r, 0 < r → radialHamiltonian l Z W (fun x => x ^ l * u x) r = E * (r ^ l * u r) := by
  intro h
  have hc := cusp_angular_momentum l Z E hu hW h
  -- an even function has zero slope at the origin
  have hs : deriv (fun x => u (-x)) 0 = -deriv u (-0) := deriv_comp_neg u 0
  have e : (fun x => u (-x)) = u := funext heven
  rw [e, neg_zero] at hs
  have hz : deriv u 0 = 0 := by linarith
  rw [hz] at hc
  exact mul_ne_zero hZ h0 (by linear_combination hc)
```

## (i) A solution with u(0) = 1

Task. With k = Z/(l+1), show that u = exp(−k r) is C², that u(0) = 1, and that r^l u solves H R = E R for W = 0 and E = −Z²/(2(l+1)²).

Solution. Here u' = −k u (`hd`) and u'' = k² u (`d2`), so

K u = −k² r u/2 + ((l+1)k − Z) u = −(k²/2) r u.

By (c), r·H R = r^l K u = r·(−k²/2) R, and cancelling r gives E = −k²/2. The slope agrees with (e), since (l+1)(−k) = −Z. For Z > 0 this is the radial function of the hydrogenic state with principal quantum number l + 1, which has no node at r > 0. The function in the theorem is unnormalised; for Z > 0, ∫ R² r² dr = 1 over r > 0 requires the factor √((2k)^(2l+3)/(2l+2)!), which for l = 0 gives R(0) = 2Z^(3/2) and R'(0) = −2Z^(5/2).

```lean
/-- The factor `u = exp (-Z r / (l+1))` is twice continuously differentiable with `u(0) = 1`,
and `r^l u` solves the radial equation with `W = 0` and `E = -Z² / (2 (l+1)²)` for `r > 0`. -/
theorem cusp_witness (l : ℕ) (Z : ℝ) :
    ContDiff ℝ 2 (slater (Z / (l + 1))) ∧ slater (Z / (l + 1)) 0 = 1 ∧
    ∀ r, 0 < r →
      radialHamiltonian l Z (fun _ => 0) (fun x => x ^ l * slater (Z / (l + 1)) x) r =
        -Z ^ 2 / (2 * ((l : ℝ) + 1) ^ 2) * (r ^ l * slater (Z / (l + 1)) r) := by
  have hs : ∀ k : ℝ, ContDiff ℝ 2 (slater k) := by
    intro k
    show ContDiff ℝ 2 fun r : ℝ => Real.exp (-k * r)
    fun_prop
  have hd : ∀ k r : ℝ, HasDerivAt (slater k) (-k * slater k r) r := by
    intro k r
    have h1 := ((hasDerivAt_id' r).const_mul (-k)).exp
    exact h1.congr_deriv (by simp only [slater]; ring)
  have d2 : ∀ k r : ℝ, deriv (deriv (slater k)) r = -k * (-k * slater k r) := by
    intro k r
    have d1 : deriv (slater k) = fun r => -k * slater k r := funext fun r => (hd k r).deriv
    rw [d1]
    exact ((hd k r).const_mul (-k)).deriv
  refine ⟨hs _, by simp [slater], fun r hr => ?_⟩
  have hl : (l : ℝ) + 1 ≠ 0 := by positivity
  apply mul_left_cancel₀ hr.ne'
  rw [hamiltonian_pow_mul l Z _ (hs _) hr]
  simp only [reducedOperator]
  rw [d2, (hd _ r).deriv]
  generalize slater (Z / ((l : ℝ) + 1)) r = s
  field_simp
  ring

end

end KatoCusp
```

```lean
#print axioms KatoCusp.kato_cusp
#print axioms KatoCusp.density_cusp
#print axioms KatoCusp.no_even_solution
```

```
'KatoCusp.kato_cusp' depends on axioms: [propext, Classical.choice, Quot.sound]
'KatoCusp.density_cusp' depends on axioms: [propext, Classical.choice, Quot.sound]
'KatoCusp.no_even_solution' depends on axioms: [propext, Classical.choice, Quot.sound]
```
